# A symmetric operator with non-scalar compression to a subspace has unequal mean values there

Let `P` be a symmetric linear operator defined on all of a complex inner product space, and `W` a subspace on which the matrix elements of `P` are not those of a multiple of the identity. The lemma states that `W` then contains two nonzero vectors `u` and `w` such that the mean value of `P` in `u` is strictly less than in `w`. The vectors need not be normalised, so each mean value is the real part of ⟨x, Px⟩ divided by ‖x‖²; neither the space nor `W` is assumed finite-dimensional. The attempt argues by contradiction: if no such pair exists, all nonzero vectors of `W` give the same mean value c, and polarization then recovers every matrix element within `W` as c times the inner product, which makes the compression scalar.

Lean 4 with Mathlib refuses this proof:

```lean
import Mathlib

open Filter Topology
open scoped InnerProductSpace

noncomputable section

namespace ExistsMeanLt

variable {V : Type*} [NormedAddCommGroup V] [InnerProductSpace ℂ V]

/-- The compression of `P` to `W` is scalar: its matrix elements within `W` are those of
a multiple of the identity. -/
def ScalarOn (W : Submodule ℂ V) (P : V →ₗ[ℂ] V) : Prop :=
  ∃ c : ℂ, ∀ u ∈ W, ∀ w ∈ W, ⟪u, P w⟫_ℂ = c * ⟪u, w⟫_ℂ

/-- If the compression of a symmetric `P` to `W` is not scalar, two nonzero states of `W`
have different mean values of `P`. -/
theorem exists_mean_lt {P : V →ₗ[ℂ] V} (hP : P.IsSymmetric) {W : Submodule ℂ V}
    (hns : ¬ ScalarOn W P) : ∃ u ∈ W, ∃ w ∈ W, u ≠ 0 ∧ w ≠ 0 ∧
      (⟪u, P u⟫_ℂ).re / ‖u‖ ^ 2 < (⟪w, P w⟫_ℂ).re / ‖w‖ ^ 2 := by
  by_contra! hcon
  have key : ∃ c : ℝ, ∀ x ∈ W, (⟪x, P x⟫_ℂ).re = c * ‖x‖ ^ 2 := by
    by_cases hW : ∃ u ∈ W, u ≠ 0
    · obtain ⟨u, hu, hu0⟩ := hW
      refine ⟨(⟪u, P u⟫_ℂ).re / ‖u‖ ^ 2, fun x hx => ?_⟩
      rcases eq_or_ne x 0 with rfl | hx0
      · simp
      rw [← le_antisymm (hcon u hu x hx hu0 hx0) (hcon x hx u hu hx0 hu0),
        div_mul_cancel₀ _ (pow_ne_zero 2 (norm_ne_zero_iff.mpr hx0))]
    · push Not at hW
      exact ⟨0, fun x hx => by simp [hW x hx]⟩
  obtain ⟨c, hc⟩ := key
  have hq : ∀ x ∈ W, ⟪P x, x⟫_ℂ = c * ⟪x, x⟫_ℂ := by
    intro x hx
    have rn : (⟪x, x⟫_ℂ).re = ‖x‖ ^ 2 := inner_self_eq_norm_sq (𝕜 := ℂ) x
    have im0 : (⟪x, x⟫_ℂ).im = 0 := inner_self_im (𝕜 := ℂ) x
    have h := inner_conj_symm (P x) x
    rw [← hP x x] at h
    apply Complex.ext
    · rw [Complex.re_ofReal_mul, rn, hP x x, hc x hx]
    · rw [Complex.im_ofReal_mul, im0, mul_zero, Complex.conj_eq_iff_im.mp h]
  -- polarization recovers all matrix elements from the mean values
  refine hns ⟨c, fun u hu w hw => ?_⟩
  have h2 := inner_map_polarization (LinearMap.id : V →ₗ[ℂ] V) w u
  simp only [LinearMap.id_apply] at h2
  have hI := W.smul_mem Complex.I hu
  rw [← hP u w, inner_map_polarization P w u, h2, hq _ (W.add_mem hw hu),
    hq _ (W.sub_mem hw hu), hq _ (W.add_mem hw hI), hq _ (W.sub_mem hw hI)]
  ring

end ExistsMeanLt
```

The error:

```
Main.lean:38:14: error: typeclass instance problem is stuck
  InnerProductSpace ?m.350 V

Note: Lean will not try to resolve this typeclass instance problem because the first and third type arguments to `InnerProductSpace` are metavariables. These arguments must be fully determined before Lean will try to resolve the typeclass.

Hint: Adding type annotations and supplying implicit arguments to functions can give Lean more information for typeclass resolution. For example, if you have a variable `x` that you intend to be a `Nat`, but Lean reports it as having an unresolved type like `?m`, replacing `x` with `(x : Nat)` can get typeclass resolution un-stuck.
```

The error is at `have h := inner_conj_symm (P x) x`, which is meant to say that the conjugate of ⟨x, Px⟩ is ⟨Px, x⟩. The lemma `inner_conj_symm` holds over any scalar field `𝕜` of the `RCLike` class, and `𝕜` is an implicit argument. The explicit arguments `P x` and `x` only tell Lean that the vectors lie in `V`. That `P` is ℂ-linear does not help, since the type of `P x` is just `V`. Nor does the `have` state a type from which the field could be read off. Lean is left looking for `InnerProductSpace ?m.350 V` with the field unknown, and it does not try to resolve such an instance, even though the only one declared for `V` here is over ℂ.

The repair writes `(𝕜 := ℂ)`, as the two lines above it already do. This fixes the field, so the instance declared for `V` can be found. The mathematical argument is unchanged.

Fix (accepted with no message):

```diff
@@ -36,5 +36,5 @@
     have rn : (⟪x, x⟫_ℂ).re = ‖x‖ ^ 2 := inner_self_eq_norm_sq (𝕜 := ℂ) x
     have im0 : (⟪x, x⟫_ℂ).im = 0 := inner_self_im (𝕜 := ℂ) x
-    have h := inner_conj_symm (P x) x
+    have h := inner_conj_symm (𝕜 := ℂ) (P x) x
     rw [← hP x x] at h
     apply Complex.ext
```
